# Among real orthonormal orbitals with the same density-matrix velocity, parallel-transported ones have the least fictitious kinetic energy

A Car-Parrinello run that starts with moving nuclei needs initial velocities for the orbitals too. Let the columns of $C$ be the current orbitals, and suppose that the velocity $W$ of the density matrix $P=CC^T$, taken without a factor 2 for spin, is available, for instance as a finite difference between ground states at neighbouring geometries. The orbital velocities can then be set to $V = WC$. For real orbitals in a fixed, finite orthonormal basis, and with the same fictitious mass for all coefficients, this choice carries the least fictitious kinetic energy compatible with $W$. Since $W$ is built from density matrices, it is unaffected by arbitrary rotations among the occupied orbitals in the separate ground-state calculations. If $W$ is only an estimate, the term $C(C^TWC)$, which vanishes for the true velocity, should be subtracted from $WC$ so that $V$ respects the orthonormality constraint.

## Density motion and internal rotation

Let $C(s)$ be a real $n\times k$ matrix depending on time $s$, with $C^TC=1$ at all times. Let $V$ be its velocity at time $t$, and let $W$ be the velocity at $t$ of the density matrix $P=CC^T$. For a fictitious mass $\mu>0$ the claim is

$$\frac{\mu}{2}\operatorname{tr}(V^TV)\;\ge\;\frac{\mu}{4}\operatorname{tr}(W^2),$$

with equality exactly when $C^TV=0$, and also exactly when $V=WC$. The condition $C^TV=0$ is called parallel transport: no orbital moves into the space that the orbitals already span.

From here on $C$ stands for $C(t)$. The product rule, applied to $CC^T$ and to $C^TC=1$, gives

$$W=VC^T+CV^T,\qquad V^TC+C^TV=0.$$

Write $A=C^TV$. The second equation says $V^TC=A^T=-A$. Squaring $W$ produces four traces, which cyclicity and $C^TC=1$ reduce to

$$\begin{aligned}
\operatorname{tr}(VC^TVC^T)&=\operatorname{tr}(A^2), & \operatorname{tr}(VC^TCV^T)&=\operatorname{tr}(V^TV),\\
\operatorname{tr}(CV^TVC^T)&=\operatorname{tr}(V^TV), & \operatorname{tr}(CV^TCV^T)&=\operatorname{tr}\big((-A)^2\big)=\operatorname{tr}(A^2).
\end{aligned}$$

Hence $\operatorname{tr}(W^2)=2\operatorname{tr}(V^TV)+2\operatorname{tr}(A^2)$. The sign of the last term deserves care. It looks like a square, and reading it as nonnegative would reverse the inequality. But $A$ is antisymmetric, so $\operatorname{tr}(A^2)=-\operatorname{tr}(A^TA)\le 0$. Therefore

$$\frac{\mu}{2}\operatorname{tr}(V^TV)=\frac{\mu}{4}\operatorname{tr}(W^2)+\frac{\mu}{2}\operatorname{tr}(A^TA).$$

The last trace is $\sum_{ij}A_{ij}^2$. It is nonnegative and vanishes only for $A=0$, which proves the bound and its equality case. For a single orbital, $A$ is an antisymmetric $1\times1$ matrix, hence zero, and equality always holds.

For the second form of the equality case, multiply $W$ by $C$:

$$WC=VC^TC+CV^TC=V-CA.$$

If $A=0$, then $V=WC$. Conversely, $V=WC$ gives $CA=0$, and multiplying by $C^T$ from the left gives $A=0$.

Orthonormality at the single instant $t$ would not be enough. Take $n=k=1$ and $C(s)=1+s$ at $t=0$. Then $C=1$ and $V=1$, but $P=(1+s)^2$ has velocity $W=2$. The kinetic energy is $\mu/2$, while the supposed lower bound is $\mu$.

## Velocities, density matrix and energy as definitions

In the Lean file, the index type `n` labels basis functions and `k` labels orbitals. Both are arbitrary finite types.

```lean
import Mathlib

open Matrix

namespace CarParrinelloInitialVelocities

noncomputable section

variable {l m n k : Type*} [Fintype m] [Fintype n] [Fintype k]
```

A velocity is defined entry by entry, so no matrix norm has to be chosen. The definition concerns one instant `t` only.

```lean
/-- The time-dependent matrix `C` has velocity `V` at time `t`: every entry of `C` is
differentiable there, with derivative the corresponding entry of `V`. -/
def HasVelocity {a b : Type*} (C : ℝ → Matrix a b ℝ) (V : Matrix a b ℝ) (t : ℝ) : Prop :=
  ∀ i j, HasDerivAt (fun s => C s i j) (V i j) t
```

The density matrix contains no occupation factor, so every orbital counts once. A closed-shell density matrix that counts every orbital twice has to be halved before its velocity is used as $W$. The coefficients are real, and writing orthonormality as $C^TC=1$, as is done throughout, presupposes a basis with unit overlap matrix.

```lean
/-- The density matrix `P = C Cᵀ` of the orbitals in the columns of `C`. -/
def density (C : Matrix n k ℝ) : Matrix n n ℝ := C * Cᵀ
```

The kinetic energy uses the convention with a factor $1/2$ and one mass `μ` for all coefficients. This mass is a parameter of the simulation that sets how sluggishly the orbitals respond; it is not the electron mass.

```lean
/-- The fictitious kinetic energy `μ tr(Vᵀ V) / 2` of orbitals with velocity `V` and
fictitious mass `μ`. -/
def kineticEnergy (μ : ℝ) (V : Matrix n k ℝ) : ℝ := μ / 2 * trace (Vᵀ * V)
```

## The two consequences of the product rule

An entry of a matrix product is a finite sum of products. The proof of the product rule differentiates that sum term by term, and `simp only` brings the stated derivative into the same form.

```lean
omit [Fintype n] in
/-- The product rule for time-dependent matrices. -/
theorem HasVelocity.mul {A : ℝ → Matrix l m ℝ} {B : ℝ → Matrix m n ℝ}
    {A' : Matrix l m ℝ} {B' : Matrix m n ℝ} {t : ℝ}
    (hA : HasVelocity A A' t) (hB : HasVelocity B B' t) :
    HasVelocity (fun s => A s * B s) (A' * B t + A t * B') t := by
  intro i j
  have h := HasDerivAt.fun_sum (u := Finset.univ)
    (fun x _ => (hA i x).fun_mul (hB x j))
  simp only [Matrix.mul_apply, Matrix.add_apply, ← Finset.sum_add_distrib]
  exact h
```

With $C^T$ as the second factor, this gives the formula for $W$. It is derived from the motion of the orbitals and not assumed.

```lean
omit [Fintype n] in
/-- Orbitals `C` moving with velocity `V` make the density matrix move with velocity
`V Cᵀ + C Vᵀ`. -/
theorem density_velocity {C : ℝ → Matrix n k ℝ} {V : Matrix n k ℝ} {t : ℝ}
    (hV : HasVelocity C V t) :
    HasVelocity (fun s => density (C s)) (V * (C t)ᵀ + C t * Vᵀ) t :=
  HasVelocity.mul (B := fun s => (C s)ᵀ) (B' := Vᵀ) hV (fun i j => hV j i)
```

For the overlap matrix $C^TC$, the hypothesis `hC` turns each entry into a constant function of time. Its derivative is zero, and uniqueness of derivatives identifies zero with the corresponding entry of $V^TC+C^TV$.

```lean
omit [Fintype k] in
/-- If the orbitals stay orthonormal, the overlap `Cᵀ V` of orbitals and velocities is
antisymmetric. -/
theorem overlap_antisymm [DecidableEq k] {C : ℝ → Matrix n k ℝ} {V : Matrix n k ℝ} {t : ℝ}
    (hC : ∀ s, (C s)ᵀ * C s = 1) (hV : HasVelocity C V t) :
    Vᵀ * C t + (C t)ᵀ * V = 0 := by
  have h := HasVelocity.mul (A := fun s => (C s)ᵀ) (A' := Vᵀ) (fun i j => hV j i) hV
  ext i j
  have h1 := h i j
  -- the overlap matrix is constant in time, so its derivative vanishes
  simp only [hC] at h1
  have h2 := h1.unique (hasDerivAt_const t _)
  exact h2
```

## The splitting and its nonnegative remainder

The next theorem is pure algebra at one instant: `C` and `V` are fixed matrices, and the antisymmetry enters as the hypothesis `hA`. The steps `h1` to `h4` are the four traces above, and the rewriting after `h4` removes the two minus signs in $(-A)^2$. Step `h5` is $A^T=-A$, which supplies the sign discussed earlier. After expansion, `ring` collects the terms.

```lean
/-- For orthonormal orbitals `C` and a velocity `V` with `Cᵀ V` antisymmetric, the fictitious
kinetic energy is a part from the motion of the density matrix plus a part from the rotation
of the orbitals among themselves. -/
theorem kineticEnergy_split [DecidableEq k] (μ : ℝ) {C V : Matrix n k ℝ}
    (hC : Cᵀ * C = 1) (hA : Vᵀ * C + Cᵀ * V = 0) :
    kineticEnergy μ V =
      μ / 4 * trace ((V * Cᵀ + C * Vᵀ) * (V * Cᵀ + C * Vᵀ))
        + μ / 2 * trace ((Cᵀ * V)ᵀ * (Cᵀ * V)) := by
  have hA' : Vᵀ * C = -(Cᵀ * V) := eq_neg_of_add_eq_zero_left hA
  -- the four traces in the square of the density-matrix velocity
  have h1 : trace (V * Cᵀ * (V * Cᵀ)) = trace (Cᵀ * V * (Cᵀ * V)) := by
    have h := Matrix.trace_mul_comm V (Cᵀ * (V * Cᵀ))
    simpa only [Matrix.mul_assoc] using h
  have h2 : trace (V * Cᵀ * (C * Vᵀ)) = trace (Vᵀ * V) := by
    have e : V * Cᵀ * (C * Vᵀ) = V * Vᵀ := by
      rw [Matrix.mul_assoc, ← Matrix.mul_assoc Cᵀ, hC, Matrix.one_mul]
    rw [e, Matrix.trace_mul_comm]
  have h3 : trace (C * Vᵀ * (V * Cᵀ)) = trace (Vᵀ * V) :=
    (Matrix.trace_mul_comm _ _).trans h2
  have h4 : trace (C * Vᵀ * (C * Vᵀ)) = trace (Vᵀ * C * (Vᵀ * C)) := by
    have h := Matrix.trace_mul_comm C (Vᵀ * (C * Vᵀ))
    simpa only [Matrix.mul_assoc] using h
  rw [hA', Matrix.neg_mul, Matrix.mul_neg, neg_neg] at h4
  have h5 : (Cᵀ * V)ᵀ = -(Cᵀ * V) := by
    rw [Matrix.transpose_mul, Matrix.transpose_transpose, hA']
  unfold kineticEnergy
  rw [h5]
  simp only [Matrix.add_mul, Matrix.mul_add, Matrix.trace_add, h1, h2, h3, h4,
    Matrix.neg_mul, Matrix.trace_neg]
  ring
```

The remainder is then written as a sum of squares. If a sum of nonnegative terms is zero, each term is zero; applying this to the outer and then to the inner sum gives $A=0$.

```lean
/-- The squared Frobenius norm `tr(Aᵀ A)` is nonnegative and vanishes only for `A = 0`. -/
theorem trace_transpose_mul_self (A : Matrix n k ℝ) :
    0 ≤ trace (Aᵀ * A) ∧ (trace (Aᵀ * A) = 0 ↔ A = 0) := by
  have hs : trace (Aᵀ * A) = ∑ i, ∑ j, A j i ^ 2 := by
    simp [Matrix.trace, Matrix.mul_apply, pow_two]
  have hn : ∀ i, 0 ≤ ∑ j, A j i ^ 2 := fun i => Finset.sum_nonneg fun j _ => sq_nonneg _
  refine ⟨hs ▸ Finset.sum_nonneg fun i _ => hn i, fun h => ?_, fun h => by simp [h]⟩
  rw [hs] at h
  ext j i
  have h1 := (Finset.sum_eq_zero_iff_of_nonneg fun i _ => hn i).1 h i (Finset.mem_univ i)
  have h2 := (Finset.sum_eq_zero_iff_of_nonneg fun j _ => sq_nonneg (A j i)).1 h1 j
    (Finset.mem_univ j)
  exact (pow_eq_zero_iff two_ne_zero).1 h2
```

## The bound and the velocity that attains it

The main theorem takes orbitals that are orthonormal at all times (`hC`), their velocity `V` at `t` (`hV`), and any matrix `W` that is the velocity of the density matrix at `t` (`hW`). Its conclusion has two parts, the inequality and the equality case.

Step `hWeq` identifies `W` with the product-rule formula, again by uniqueness of derivatives. The splitting then applies. The inequality follows because the remainder is nonnegative, and the equivalence because $\mu/2\neq0$ can be cancelled.

```lean
/-- Let orbitals that stay orthonormal move with velocity `V`, and their density matrix with
velocity `W`. For positive fictitious mass the kinetic energy is at least `μ tr(W²) / 4`, with
equality exactly when the orbitals are parallel-transported, `Cᵀ V = 0`. -/
theorem kineticEnergy_ge_density_motion [DecidableEq k] {μ : ℝ} (hμ : 0 < μ)
    {C : ℝ → Matrix n k ℝ} {V : Matrix n k ℝ} {W : Matrix n n ℝ} {t : ℝ}
    (hC : ∀ s, (C s)ᵀ * C s = 1) (hV : HasVelocity C V t)
    (hW : HasVelocity (fun s => density (C s)) W t) :
    μ / 4 * trace (W * W) ≤ kineticEnergy μ V ∧
      (kineticEnergy μ V = μ / 4 * trace (W * W) ↔ (C t)ᵀ * V = 0) := by
  have hWeq : W = V * (C t)ᵀ + C t * Vᵀ := by
    ext i j
    exact (hW i j).unique (density_velocity hV i j)
  have hsplit := kineticEnergy_split μ (hC t) (overlap_antisymm hC hV)
  rw [← hWeq] at hsplit
  obtain ⟨h0, hz⟩ := trace_transpose_mul_self ((C t)ᵀ * V)
  have hμ2 : 0 < μ / 2 := by positivity
  refine ⟨by linarith [mul_nonneg hμ2.le h0], ?_⟩
  rw [← hz, hsplit, add_eq_left, mul_eq_zero]
  exact ⟨fun h => h.resolve_left hμ2.ne', Or.inr⟩
```

The second form of the equality case starts from the first. Step `hWC` is the identity $WC=V-CA$, and the two directions follow the derivation above, including the multiplication by $C^T$.

```lean
/-- If the orbitals stay orthonormal and the fictitious mass is positive, the kinetic energy equals
the lower bound set by the density-matrix velocity `W` exactly when the orbital velocity is `W C`.
-/
theorem least_kineticEnergy_iff_velocity [DecidableEq k] {μ : ℝ} (hμ : 0 < μ)
    {C : ℝ → Matrix n k ℝ} {V : Matrix n k ℝ} {W : Matrix n n ℝ} {t : ℝ}
    (hC : ∀ s, (C s)ᵀ * C s = 1) (hV : HasVelocity C V t)
    (hW : HasVelocity (fun s => density (C s)) W t) :
    kineticEnergy μ V = μ / 4 * trace (W * W) ↔ V = W * C t := by
  rw [(kineticEnergy_ge_density_motion hμ hC hV hW).2]
  have hWeq : W = V * (C t)ᵀ + C t * Vᵀ := by
    ext i j
    exact (hW i j).unique (density_velocity hV i j)
  have hA' : Vᵀ * C t = -((C t)ᵀ * V) :=
    eq_neg_of_add_eq_zero_left (overlap_antisymm hC hV)
  -- `W C` is the orbital velocity with its occupied component removed
  have hWC : W * C t = V - C t * ((C t)ᵀ * V) := by
    rw [hWeq, Matrix.add_mul, Matrix.mul_assoc V, hC, Matrix.mul_one,
      Matrix.mul_assoc (C t) Vᵀ, hA', Matrix.mul_neg, sub_eq_add_neg]
  rw [hWC]
  constructor
  · intro h
    rw [h, Matrix.mul_zero, sub_zero]
  · intro h
    have h1 : C t * ((C t)ᵀ * V) = 0 := sub_eq_self.1 h.symm
    have h2 := congrArg (fun X => (C t)ᵀ * X) h1
    simpa only [← Matrix.mul_assoc, hC, Matrix.one_mul, Matrix.mul_zero] using h2
```

Here `V` is already the velocity of a given orbital path, so the theorem recognises the least-energy velocity and does not construct a path that has it. That $WC$ is a consistent replacement for any other $V$ is a short check by hand: $V-CA$ has zero overlap with $C$, and it gives the same $W$, because the extra terms $-CAC^T-CA^TC^T$ cancel.

Neither theorem involves the forces or the equations of motion. They compare energies at one instant and make no statement about how closely the later trajectory follows the electronic ground state.

## Kinetic energy with a static density

With more than one orbital, the density motion bounds the kinetic energy from below, but not from above. Two orbitals that fill a two-dimensional space can rotate into each other at any rate `ω`.

```lean
/-- Two orbitals in a two-dimensional space, rotating into each other at rate `ω`. -/
def rotatingPair (ω s : ℝ) : Matrix (Fin 2) (Fin 2) ℝ :=
  !![Real.cos (ω * s), -Real.sin (ω * s); Real.sin (ω * s), Real.cos (ω * s)]
```

The theorem states that the pair is orthonormal, that its density matrix is the identity at all times, and that it has a velocity with kinetic energy $\mu\omega^2$. Here $W=0$, so the lower bound is zero, while for $\mu>0$ the energy grows without limit as $\omega$ increases. All of it belongs to the term $\frac{\mu}{2}\operatorname{tr}(A^TA)$.

In the proof, `ho` checks orthonormality entry by entry with $\sin^2+\cos^2=1$. For square matrices, $C^TC=1$ implies $CC^T=1$, which gives the constant density. The velocity matrix is written out explicitly, its entries are verified as derivatives of sine and cosine, and the same trigonometric identity evaluates the energy.

```lean
/-- The rotating pair is orthonormal and its density matrix is constant in time, yet its
fictitious kinetic energy is `μ ω²`. -/
theorem rotatingPair_static_density (μ ω t : ℝ) :
    (∀ s, (rotatingPair ω s)ᵀ * rotatingPair ω s = 1) ∧
    (∀ s, density (rotatingPair ω s) = 1) ∧
    ∃ V, HasVelocity (rotatingPair ω) V t ∧ kineticEnergy μ V = μ * ω ^ 2 := by
  have ho : ∀ s, (rotatingPair ω s)ᵀ * rotatingPair ω s = 1 := by
    intro s
    ext i j
    fin_cases i <;> fin_cases j <;>
      simp [rotatingPair, Matrix.mul_apply, Fin.sum_univ_succ] <;>
      nlinarith [Real.sin_sq_add_cos_sq (ω * s)]
  have hl : HasDerivAt (fun s : ℝ => ω * s) ω t :=
    ((hasDerivAt_id' t).const_mul ω).congr_deriv (mul_one ω)
  refine ⟨ho, fun s => mul_eq_one_comm.1 (ho s),
    !![-Real.sin (ω * t) * ω, -(Real.cos (ω * t) * ω);
       Real.cos (ω * t) * ω, -Real.sin (ω * t) * ω], ?_, ?_⟩
  · intro i j
    fin_cases i <;> fin_cases j
    exacts [hl.cos, hl.sin.fun_neg, hl.sin, hl.cos]
  · simp only [kineticEnergy, Matrix.trace_fin_two, Matrix.mul_apply, Fin.sum_univ_two,
      Matrix.transpose_apply, Matrix.of_apply, Matrix.cons_val', Matrix.cons_val_zero,
      Matrix.cons_val_one, Matrix.cons_val_fin_one]
    linear_combination (μ * ω ^ 2) * Real.sin_sq_add_cos_sq (ω * t)

end

end CarParrinelloInitialVelocities
```

```lean
#print axioms CarParrinelloInitialVelocities.kineticEnergy_ge_density_motion
#print axioms CarParrinelloInitialVelocities.least_kineticEnergy_iff_velocity
#print axioms CarParrinelloInitialVelocities.rotatingPair_static_density
```

```
'CarParrinelloInitialVelocities.kineticEnergy_ge_density_motion' depends on axioms: [propext, Classical.choice, Quot.sound]
'CarParrinelloInitialVelocities.least_kineticEnergy_iff_velocity' depends on axioms: [propext, Classical.choice, Quot.sound]
'CarParrinelloInitialVelocities.rotatingPair_static_density' depends on axioms: [propext, Classical.choice, Quot.sound]
```
